# For finitely many positively weighted energies and finitely many dividing surfaces, microcanonical and canonical variational rates agree exactly when one surface has the least flux at every energy

Take two energies and two dividing surfaces, each labelled 0 and 1, with unit weights, flux 1 through the surface that carries the same label as the energy, and flux 2 through the other. Choosing the surface with the smaller flux at each energy gives the rate 1 + 1 = 2, while either surface held fixed gives 1 + 2 = 3. These numbers are chosen for simple arithmetic; an example whose fluxes grow with energy, as physical ones usually do, is given under the small cases below.

```lean
import Mathlib

open Finset

namespace VariationalTransitionState

noncomputable section

variable {E S : Type*} [Fintype E] [Fintype S] [Nonempty S]

/-- The smallest flux through any dividing surface at the energy `e`. -/
def minFlux (N : E → S → ℝ) (e : E) : ℝ :=
  univ.inf' univ_nonempty (N e)

/-- The rate for one fixed dividing surface `s`: the weighted sum of its fluxes over energies. -/
def surfaceRate (w : E → ℝ) (N : E → S → ℝ) (s : S) : ℝ :=
  ∑ e, w e * N e s

/-- The canonical variational rate: the smallest rate of any fixed dividing surface. -/
def canonicalRate (w : E → ℝ) (N : E → S → ℝ) : ℝ :=
  univ.inf' univ_nonempty (surfaceRate w N)

/-- The microcanonical variational rate: the flux is minimized at each energy, then summed. -/
def microcanonicalRate (w : E → ℝ) (N : E → S → ℝ) : ℝ :=
  ∑ e, w e * minFlux N e

omit [Fintype E] in
/-- At each energy the minimum flux is at most the flux through any given surface. -/
theorem minFlux_le (N : E → S → ℝ) (e : E) (s : S) : minFlux N e ≤ N e s :=
  Finset.inf'_le _ (mem_univ s)

omit [Fintype E] in
/-- At each energy some dividing surface attains the minimum flux. -/
theorem exists_minFlux_eq (N : E → S → ℝ) (e : E) : ∃ s, minFlux N e = N e s := by
  obtain ⟨s, -, hs⟩ := Finset.exists_mem_eq_inf' (univ_nonempty (α := S)) (N e)
  exact ⟨s, hs⟩

/-- Some fixed dividing surface attains the canonical variational rate. -/
theorem exists_canonicalRate_eq (w : E → ℝ) (N : E → S → ℝ) :
    ∃ s, canonicalRate w N = surfaceRate w N s := by
  obtain ⟨s, -, hs⟩ := Finset.exists_mem_eq_inf' (univ_nonempty (α := S)) (surfaceRate w N)
  exact ⟨s, hs⟩

/-- For nonnegative weights, the microcanonical variational rate is the least rate obtainable when
the dividing surface `σ e` may be chosen separately at each energy `e`. -/
theorem microcanonicalRate_isLeast (w : E → ℝ) (N : E → S → ℝ) (hw : ∀ e, 0 ≤ w e) :
    IsLeast (Set.range fun σ : E → S => ∑ e, w e * N e (σ e)) (microcanonicalRate w N) := by
  constructor
  · -- choose a minimizing surface at each energy
    choose σ hσ using exists_minFlux_eq N
    exact ⟨σ, Finset.sum_congr rfl fun e _ => by rw [hσ e]⟩
  · rintro _ ⟨σ, rfl⟩
    exact Finset.sum_le_sum fun e _ =>
      mul_le_mul_of_nonneg_left (minFlux_le N e (σ e)) (hw e)

/-- For positive weights, a fixed dividing surface reproduces the microcanonical variational rate
exactly when it minimizes the flux at every energy. -/
theorem microcanonicalRate_eq_surfaceRate_iff (w : E → ℝ) (N : E → S → ℝ)
    (hw : ∀ e, 0 < w e) (s : S) :
    microcanonicalRate w N = surfaceRate w N s ↔ ∀ e s', N e s ≤ N e s' := by
  have hle : ∀ e ∈ (univ : Finset E), w e * minFlux N e ≤ w e * N e s := fun e _ =>
    mul_le_mul_of_nonneg_left (minFlux_le N e s) (hw e).le
  unfold microcanonicalRate surfaceRate
  -- sums of termwise ordered quantities agree only if all terms agree
  rw [Finset.sum_eq_sum_iff_of_le hle]
  constructor
  · intro h e s'
    have he : minFlux N e = N e s := mul_left_cancel₀ (hw e).ne' (h e (mem_univ e))
    rw [← he]
    exact minFlux_le N e s'
  · intro h e _
    obtain ⟨t, ht⟩ := exists_minFlux_eq N e
    have he : minFlux N e = N e s :=
      le_antisymm (minFlux_le N e s) (by rw [ht]; exact h e t)
    rw [he]

/-- For positive weights, the microcanonical variational rate is at most the canonical one, with
equality exactly when one dividing surface minimizes the flux at every energy. -/
theorem microcanonical_le_canonical_and_eq_iff (w : E → ℝ) (N : E → S → ℝ)
    (hw : ∀ e, 0 < w e) :
    microcanonicalRate w N ≤ canonicalRate w N ∧
      (microcanonicalRate w N = canonicalRate w N ↔ ∃ s, ∀ e s', N e s ≤ N e s') := by
  -- a fixed surface is a special energy-dependent choice
  have hle : ∀ s, microcanonicalRate w N ≤ surfaceRate w N s := fun s =>
    (microcanonicalRate_isLeast w N fun e => (hw e).le).2 ⟨fun _ => s, rfl⟩
  obtain ⟨t, ht⟩ := exists_canonicalRate_eq w N
  have hmc : microcanonicalRate w N ≤ canonicalRate w N := by
    rw [ht]
    exact hle t
  refine ⟨hmc, ?_, ?_⟩
  · intro h
    exact ⟨t, (microcanonicalRate_eq_surfaceRate_iff w N hw t).1 (h.trans ht)⟩
  · rintro ⟨s, hs⟩
    have h := (microcanonicalRate_eq_surfaceRate_iff w N hw s).2 hs
    have hc : canonicalRate w N ≤ surfaceRate w N s := Finset.inf'_le _ (mem_univ s)
    exact le_antisymm hmc (by rw [h]; exact hc)

/-- The Boltzmann weight of the level `e` with energy `ε e` and prefactor `g e`, at inverse
temperature `β`. -/
def boltzmannWeight (g ε : E → ℝ) (β : ℝ) (e : E) : ℝ :=
  g e * Real.exp (-β * ε e)

/-- For Boltzmann weights with positive prefactors and temperature-independent fluxes, the two
variational rates agree at one inverse temperature exactly when they agree at any other. -/
theorem rates_agree_iff_at_other_temperature (g ε : E → ℝ) (N : E → S → ℝ)
    (hg : ∀ e, 0 < g e) (β β' : ℝ) :
    microcanonicalRate (boltzmannWeight g ε β) N = canonicalRate (boltzmannWeight g ε β) N ↔
      microcanonicalRate (boltzmannWeight g ε β') N
        = canonicalRate (boltzmannWeight g ε β') N := by
  have hw : ∀ b e, 0 < boltzmannWeight g ε b e := fun b e =>
    mul_pos (hg e) (Real.exp_pos _)
  -- the criterion for equality does not contain the weights
  exact (microcanonical_le_canonical_and_eq_iff _ N (hw β)).2.trans
    (microcanonical_le_canonical_and_eq_iff _ N (hw β')).2.symm

/-- Two energies and two surfaces: the flux is 1 through the surface with the same label as the
energy and 2 through the other. -/
def switchingFlux (e s : Fin 2) : ℝ := if e = s then 1 else 2

/-- With unit weights, the switching model has microcanonical variational rate 2 and canonical
variational rate 3. -/
theorem switchingFlux_rates :
    microcanonicalRate (fun _ => 1) switchingFlux = 2 ∧
      canonicalRate (fun _ => 1) switchingFlux = 3 := by
  constructor
  · have h : ∀ e, minFlux switchingFlux e = 1 := by
      intro e
      apply le_antisymm
      · have h1 := minFlux_le switchingFlux e e
        simpa [switchingFlux] using h1
      · obtain ⟨s, hs⟩ := exists_minFlux_eq switchingFlux e
        rw [hs]
        unfold switchingFlux
        split_ifs <;> norm_num
    simp only [microcanonicalRate, h, Fin.sum_univ_two]
    norm_num
  · obtain ⟨s, hs⟩ := exists_canonicalRate_eq (fun _ => 1) switchingFlux
    rw [hs]
    clear hs
    fin_cases s <;> norm_num [surfaceRate, switchingFlux, Fin.sum_univ_two]

end

end VariationalTransitionState
```

```lean
#print axioms VariationalTransitionState.microcanonical_le_canonical_and_eq_iff
-- 'VariationalTransitionState.microcanonical_le_canonical_and_eq_iff' depends on axioms: [propext, Classical.choice, Quot.sound]
#print axioms VariationalTransitionState.rates_agree_iff_at_other_temperature
-- 'VariationalTransitionState.rates_agree_iff_at_other_temperature' depends on axioms: [propext, Classical.choice, Quot.sound]
#print axioms VariationalTransitionState.switchingFlux_rates
-- 'VariationalTransitionState.switchingFlux_rates' depends on axioms: [propext, Classical.choice, Quot.sound]
```

## Two places to put the minimum

Transition-state theory estimates a reaction rate from the flux through a surface that divides reactants from products. In classical mechanics, trajectories that recross the surface make this estimate too large, which is the reason for minimizing it over surfaces. With a thermal distribution of energies, the minimum can be taken before or after the energies are summed.

Let e run over the energies and s over the dividing surfaces. Write N(e,s) for the flux through s at energy e, and w(e) > 0 for the statistical weight of that energy. In a discretized thermal rate, w(e) stands for the Boltzmann factor times the grid spacing and the normalization by the reactant partition function. Define

m(e) = min over s of N(e,s)

R(s) = Σ_e w(e) N(e,s)

M = Σ_e w(e) m(e)

C = min over s of R(s).

M is the microcanonical variational rate and C the canonical one. In the file, m is `minFlux`, R is `surfaceRate`, M is `microcanonicalRate` and C is `canonicalRate`.

## The gap is a weighted excess flux

For every energy and surface, m(e) ≤ N(e,s). Multiplying by w(e) and summing over e gives

M ≤ R(s) for every s.

There are finitely many surfaces and at least one, so some surface t attains the canonical minimum, R(t) = C. Hence M ≤ C.

For the case of equality, subtract the two sums for a fixed surface s:

R(s) − M = Σ_e w(e) [N(e,s) − m(e)].

No term is negative, so the sum vanishes only if every term does. Since w(e) > 0, this means N(e,s) = m(e) at every energy. Thus R(s) = M exactly when s minimizes the flux at every energy.

If M = C, then R(t) = M, and t is such a common minimizer. Conversely, if s is a common minimizer, then

M = R(s) ≥ C ≥ M,

and the two rates are equal. The common minimizer need not be unique: ties are allowed, provided that one surface is among the best at each energy.

M is also the smallest rate available when the surface may depend on energy. For any assignment σ of a surface to each energy,

Σ_e w(e) N(e,σ(e)) ≥ Σ_e w(e) m(e) = M,

and choosing a minimizing surface at each e attains the bound. The canonical rate allows only constant assignments, which is why it can be larger.

For a variational rate calculation with a finite energy grid and a finite list of candidate surfaces, the difference C − M is therefore the weighted excess flux caused by holding the best single surface fixed.

## What the Lean statements say

The types `E` and `S` label energies and surfaces. Both are finite, and `S` is nonempty, so the minima written with `inf'` are attained. `E` may be empty; both rates are then zero, and any surface meets the criterion vacuously. The flux `N : E → S → ℝ` is an arbitrary real table: neither positivity nor growth with energy is assumed.

The main theorem, `microcanonical_le_canonical_and_eq_iff`, assumes `∀ e, 0 < w e` and states the inequality together with the equality criterion. The condition `∃ s, ∀ e s', N e s ≤ N e s'` puts the existence of s before the quantifier over energies, so the same surface has to serve throughout.

The theorem `rates_agree_iff_at_other_temperature` specializes the weights to

w(e) = g(e) exp(−β ε(e)), with g(e) > 0.

Here ε(e) is the numerical energy attached to the label e, and β is the inverse temperature. These weights are positive for every real β, and the equality criterion involves only N. So if the two rates agree at one β, they agree at every other; if they differ at one, they differ at all. The fluxes are taken to be independent of temperature; if they changed with β, the surface of least flux at a given energy could change too. The theorem also keeps g fixed, but the main theorem gives the same conclusion for positive prefactors that vary with β, for instance through the inverse reactant partition function. When the rates differ, the size of the gap and the surface that attains C can still vary with β.

The fluxes are inputs, not derived from a Hamiltonian, and no comparison with the exact reaction rate is made. Continuous energy integrals and continuous families of surfaces are not treated.

## Small cases and the sign of the weights

With only one surface there is nothing to choose, and the rates coincide. With only one energy they coincide too, because the surface that is best there is trivially best at every energy. A strict gap thus needs at least two energies and two surfaces, which is the size of the opening example. There the flux through one surface falls as the energy rises, which the flux at fixed energy through a surface in configuration space never does. The gap does not depend on this. Let energy 1 be the higher one, and take fluxes 1 and 4 through surface 0 at energies 0 and 1, and fluxes 2 and 3 through surface 1. Both grow with energy, and unit weights give M = 1 + 3 = 4 and C = 5.

Strict positivity matters for the equality criterion. Keep the fluxes of the opening example, but give energy 0 the weight 1 and energy 1 the weight 0. Then M = 1, while the fixed surfaces have rates 1 and 2, so C = 1. The rates agree although no surface is best at both energies: the zero weight hides the disagreement.

A negative weight breaks the inequality itself. For a single energy with weight −1 and fluxes 1 and 2, M = −1 but C = −2. The three numerical examples of this section are worked out by hand and are not theorems of the file.

## How the proof follows the sums

The lemmas `minFlux_le` and `exists_minFlux_eq` supply the two properties of a finite minimum: no flux is smaller, and some surface attains it. `exists_canonicalRate_eq` gives the surface t that attains C.

In `microcanonicalRate_isLeast`, `IsLeast` means that M belongs to the set of rates from energy-dependent assignments and is a lower bound for it. For membership, `choose` turns the existence of a minimizer at each energy into a function σ. The lower bound is the termwise comparison above, summed by `Finset.sum_le_sum`. Nonnegative weights suffice here.

The theorem `microcanonicalRate_eq_surfaceRate_iff` treats one fixed surface. `Finset.sum_eq_sum_iff_of_le` states that two sums whose terms are ordered are equal exactly when all terms are equal, which is the argument about the vanishing of R(s) − M. Then `mul_left_cancel₀` removes the nonzero weight and leaves m(e) = N(e,s). In the other direction, `le_antisymm` identifies the flux of a minimizing surface with the minimum.

The main theorem obtains M ≤ R(s) by applying the lower bound to the constant assignment `fun _ => s`, then takes s = t to reach C. For equality, the forward direction uses t as the common minimizer, and the reverse direction is the chain M = R(s) ≥ C ≥ M. The temperature theorem applies this criterion at β and at β′ and joins the two equivalences.

For the opening example, `switchingFlux_rates` first shows that the minimum flux is 1 at both energies: the surface with the matching label has flux 1, and no entry of the table is smaller. The sum is therefore 2. For the canonical rate, it takes a surface that attains the minimum and checks both possibilities with `fin_cases`; each gives 3.
